# Positive on-site springs with a non-negative uniform coupling give a positive-definite force-constant matrix

The theorem `uniformCoupling_pos` concerns a finite harmonic model with real displacements x(i, α), where i labels the atom and α the direction. Its force-constant matrix has an on-site spring a > 0 on the diagonal, plus a coupling b ≥ 0 between all displacements in the same direction, each with itself included. The theorem states that xᵀΦx > 0 for every nonzero x, where Φ is this matrix; x need not be normalised, and dividing by xᵀx would give the Rayleigh quotient. The attempt rewrites the quadratic form as a times the sum of all squared displacements plus b times the sum over directions of the squared total displacement, and then uses the fact that the first term is positive and the second non-negative.

In Lean, a first try:

```lean
import Mathlib

open Matrix

namespace UniformCouplingPos

noncomputable section

variable {ι κ : Type*} [Fintype ι] [Fintype κ] [DecidableEq ι] [DecidableEq κ]

/-- Force constants with an on-site spring `a` and an equal coupling `b` between all
displacements in the same direction, each displacement with itself included. -/
def uniformCoupling (a b : ℝ) : Matrix (ι × κ) (ι × κ) ℝ :=
  Matrix.of fun p q => (if p = q then a else 0) + (if p.2 = q.2 then b else 0)

/-- The uniform coupling acts on a displacement through the displacement itself and its sum
over the atoms. -/
theorem uniformCoupling_mulVec (a b : ℝ) (x : ι × κ → ℝ) (p : ι × κ) :
    (uniformCoupling a b *ᵥ x) p = a * x p + b * ∑ i, x (i, p.2) := by
  have h : ∑ q : ι × κ, (if p.2 = q.2 then b else 0) * x q = b * ∑ i, x (i, p.2) := by
    rw [Fintype.sum_prod_type, Finset.mul_sum]
    simp only [ite_mul, zero_mul, Finset.sum_ite_eq, Finset.mem_univ, if_true]
  simp only [mulVec, dotProduct, uniformCoupling, Matrix.of_apply, add_mul,
    Finset.sum_add_distrib]
  rw [h]
  simp only [ite_mul, zero_mul, Finset.sum_ite_eq, Finset.mem_univ, if_true]

/-- With `a > 0` and `b ≥ 0`, the uniform coupling gives every nonzero displacement a positive
quadratic form. -/
theorem uniformCoupling_pos {a b : ℝ} (ha : 0 < a) (hb : 0 ≤ b) {x : ι × κ → ℝ}
    (hx : x ≠ 0) : 0 < x ⬝ᵥ (uniformCoupling a b *ᵥ x) := by
  -- the energy is a sum of squares
  have h : x ⬝ᵥ (uniformCoupling a b *ᵥ x)
      = a * ∑ p, x p ^ 2 + b * ∑ α, (∑ i, x (i, α)) ^ 2 := by
    simp only [dotProduct, uniformCoupling_mulVec, mul_add, Finset.sum_add_distrib]
    congr 1
    · rw [Finset.mul_sum]
      exact Finset.sum_congr rfl fun p _ => by ring
    · rw [Fintype.sum_prod_type_right, Finset.mul_sum]
      refine Finset.sum_congr rfl fun α _ => ?_
      rw [← Finset.sum_mul]
      ring
  obtain ⟨p, hp⟩ := Function.ne_iff.mp hx
  have hp' : x p ≠ 0 := hp
  have hs : 0 < ∑ p, x p ^ 2 :=
    Finset.sum_pos' (fun _ _ => sq_nonneg _) ⟨p, Finset.mem_univ p, by positivity⟩
  rw [h]
  positivity

end

end UniformCouplingPos
```

The error:

```
Main.lean:41:10: error: Tactic `rewrite` failed: Did not find an occurrence of the pattern
  ∑ i ∈ ?s, ?f i * ?a
in the target expression
  ∑ x_1, x (x_1, α) * (b * ∑ i, x (i, (x_1, α).2)) = b * (∑ i, x (i, α)) ^ 2

case e_a
ι : Type u_1
κ : Type u_2
inst✝³ : Fintype ι
inst✝² : Fintype κ
inst✝¹ : DecidableEq ι
inst✝ : DecidableEq κ
a b : ℝ
ha : 0 < a
hb : 0 ≤ b
x : ι × κ → ℝ
hx : x ≠ 0
α : κ
x✝ : α ∈ Finset.univ
⊢ ∑ x_1, x (x_1, α) * (b * ∑ i, x (i, (x_1, α).2)) = b * (∑ i, x (i, α)) ^ 2
```

This version goes through:

```diff
@@ -30,5 +30,5 @@
 theorem uniformCoupling_pos {a b : ℝ} (ha : 0 < a) (hb : 0 ≤ b) {x : ι × κ → ℝ}
     (hx : x ≠ 0) : 0 < x ⬝ᵥ (uniformCoupling a b *ᵥ x) := by
-  -- the energy is a sum of squares
+  -- the quadratic form is a weighted sum of squares
   have h : x ⬝ᵥ (uniformCoupling a b *ᵥ x)
       = a * ∑ p, x p ^ 2 + b * ∑ α, (∑ i, x (i, α)) ^ 2 := by
@@ -39,4 +39,5 @@
     · rw [Fintype.sum_prod_type_right, Finset.mul_sum]
       refine Finset.sum_congr rfl fun α _ => ?_
+      change ∑ k, x (k, α) * (b * ∑ i, x (i, α)) = b * (∑ i, x (i, α)) ^ 2
       rw [← Finset.sum_mul]
       ring
```

Diagnosis. The message says that `rw [← Finset.sum_mul]` found no sum of the form `∑ i ∈ ?s, ?f i * ?a`. In this pattern the factor `?a` must not depend on the summation variable. In the goal, the right-hand factor is `b * ∑ i, x (i, (x_1, α).2)`, which still mentions the outer summation variable `x_1`. The dependence is only apparent, since `(x_1, α).2` reduces to `α`, but the projection was left unreduced and the rewrite did not match the pattern.

The added `change` line restates the goal with `α` in place of that projection, which Lean accepts because the two forms are definitionally equal. The factor `b * ∑ i, x (i, α)` is now visibly constant in the outer sum, so the rewrite can pull it out, and `ring` closes the remaining identity. The rewording of the comment is mere tidying.
